# The Sylvester equation AX − XB = C for Hermitian A and B with spectra at least δ > 0 apart: one solution, of Frobenius norm at most ‖C‖/δ

## Two sectors and the gap between them

The two sectors of a Hamiltonian are modelled here by two separate Hermitian matrices, A of size m×m and B of size n×n, and their separation by a condition on pairs of eigenvalues:

|a_i − b_j| ≥ δ > 0 for all i and j.

Here a_i and b_j are the eigenvalues of A and B. The condition does not require one spectrum to lie below the other. The levels of B may sit between those of A, provided that no pair comes closer than δ.

A coupling between the sectors is a rectangular m×n matrix C. A unitary transformation of the full Hamiltonian H into e^S H e^(−S), with S of first order in C, removes it to first order if the upper right m×n block X of S satisfies

AX − XB = C.

This is the Sylvester equation. The number δ is a lower bound on the absolute values of the energy denominators in X, and it is assumed, not computed from a model. For finite matrices, the result limits the first-order mixing X of two sectors to the coupling strength divided by the gap, with both X and C measured in the Frobenius norm.

## What is claimed

Write ‖X‖ for the Frobenius norm, the square root of the sum of all |X_ij|². Under the gap condition, for every C:

- the Sylvester equation has exactly one solution X;
- this solution satisfies ‖X‖ ≤ ‖C‖/δ.

Without reference to δ, the equation is uniquely solvable for every C if and only if A and B share no eigenvalue.

## Energy denominators in the eigenbases

Let u_i and v_j be orthonormal eigenvectors, A u_i = a_i u_i and B v_j = b_j v_j, and let U and V be the unitary matrices with these vectors as columns. Every X can be written in exactly one way as

X = U Y V†, with Y_ij = u_i† X v_j.

The norm does not change, because the trace is cyclic:

‖X‖² = tr(X†X) = tr(V Y† U†U Y V†) = tr(Y†Y V†V) = ‖Y‖².

The eigenvalue equations read AU = U diag(a) and V†B = diag(b) V†. Therefore

AX − XB = U (diag(a) Y − Y diag(b)) V†,

and the matrix in brackets has the elements (a_i − b_j) Y_ij. With C = U D V†, the Sylvester equation becomes a set of independent scalar equations:

(a_i − b_j) Y_ij = D_ij.

If no difference vanishes, the only solution is Y_ij = D_ij/(a_i − b_j). If a_i = b_j for some pair, the non-zero matrix u_i v_j† solves the equation with C = 0, as does X = 0, and uniqueness fails.

The bound follows term by term:

δ²‖X‖² = Σ_ij δ²|Y_ij|² ≤ Σ_ij |a_i − b_j|²|Y_ij|² = ‖C‖².

The matrix X = u_i v_j† has norm one, and its image AX − XB = (a_i − b_j) X has norm |a_i − b_j|. If δ = |a_i − b_j| for some pair, the bound is therefore an equality for that X.

## The generator of a Schrieffer–Wolff transformation

Put the sectors into one block matrix H₀ with diagonal blocks A and B, and let S have the upper right block X, the lower left block −X† and zeros elsewhere. Multiplying the blocks gives

[H₀, S] = H₀S − SH₀, with upper right block AX − XB and lower left block X†A − BX†.

The first block is C. The second is C†, since A and B are Hermitian. If W is the coupling with blocks C and C†, then [H₀, S] = W, and the first-order part of e^S (H₀ + W) e^(−S), which is W − [H₀, S], vanishes. The theorem covers the commutator identity; the exponential and the second-order effective Hamiltonian are left to perturbation theory.

## The Lean file

```lean
import Mathlib

open Matrix

namespace SylvesterEquation

noncomputable section

variable {m n : Type*} [Fintype m] [Fintype n]

/-- The Sylvester map `X ↦ A X - X B` on rectangular matrices. -/
def sylvester (A : Matrix m m ℂ) (B : Matrix n n ℂ) (X : Matrix m n ℂ) : Matrix m n ℂ :=
  A * X - X * B

/-- The Frobenius norm: the root of the sum of the squared moduli of all entries. -/
def frobNorm (X : Matrix m n ℂ) : ℝ :=
  √(∑ i, ∑ j, ‖X i j‖ ^ 2)

/-- The sum of the squared moduli of the entries of `X` is the trace of `X† X`. -/
theorem sum_sq_eq_trace (X : Matrix m n ℂ) :
    ((∑ i, ∑ j, ‖X i j‖ ^ 2 : ℝ) : ℂ) = trace (Xᴴ * X) := by
  rw [Finset.sum_comm]
  simp only [Matrix.trace, Matrix.diag_apply, Matrix.mul_apply, Matrix.conjTranspose_apply]
  push_cast
  refine Finset.sum_congr rfl fun j _ => Finset.sum_congr rfl fun i _ => ?_
  exact (Complex.conj_mul' (X i j)).symm

variable [DecidableEq m] [DecidableEq n] {A : Matrix m m ℂ} {B : Matrix n n ℂ}

/-- The unitary matrix whose columns are orthonormal eigenvectors of the Hermitian matrix `A`. -/
def eigenstates (hA : A.IsHermitian) : Matrix m m ℂ :=
  (hA.eigenvectorUnitary : Matrix m m ℂ)

/-- The rectangular matrix whose elements between the eigenvectors of `A` and those of `B`
are the entries of `Y`. -/
def fromEigenbasis (hA : A.IsHermitian) (hB : B.IsHermitian) (Y : Matrix m n ℂ) :
    Matrix m n ℂ :=
  eigenstates hA * Y * (eigenstates hB)ᴴ

/-- Every rectangular matrix is given by exactly one table of elements between the
eigenvectors of two Hermitian matrices. -/
theorem fromEigenbasis_bijective (hA : A.IsHermitian) (hB : B.IsHermitian) :
    Function.Bijective (fromEigenbasis hA hB) := by
  have hU : (eigenstates hA)ᴴ * eigenstates hA = 1 :=
    Matrix.mem_unitaryGroup_iff'.mp hA.eigenvectorUnitary.2
  have hV : (eigenstates hB)ᴴ * eigenstates hB = 1 :=
    Matrix.mem_unitaryGroup_iff'.mp hB.eigenvectorUnitary.2
  have hU' := mul_eq_one_comm.mp hU
  have hV' := mul_eq_one_comm.mp hV
  refine Function.bijective_iff_has_inverse.mpr
    ⟨fun X => (eigenstates hA)ᴴ * X * eigenstates hB, fun Y => ?_, fun X => ?_⟩
  · calc (eigenstates hA)ᴴ * (eigenstates hA * Y * (eigenstates hB)ᴴ) * eigenstates hB
        = ((eigenstates hA)ᴴ * eigenstates hA) * Y * ((eigenstates hB)ᴴ * eigenstates hB) := by
          simp only [Matrix.mul_assoc]
      _ = Y := by rw [hU, hV, Matrix.one_mul, Matrix.mul_one]
  · calc eigenstates hA * ((eigenstates hA)ᴴ * X * eigenstates hB) * (eigenstates hB)ᴴ
        = (eigenstates hA * (eigenstates hA)ᴴ) * X * (eigenstates hB * (eigenstates hB)ᴴ) := by
          simp only [Matrix.mul_assoc]
      _ = X := by rw [hU', hV', Matrix.one_mul, Matrix.mul_one]

/-- The Frobenius norm may be computed from the elements between eigenvectors of two
Hermitian matrices. -/
theorem frobNorm_fromEigenbasis (hA : A.IsHermitian) (hB : B.IsHermitian)
    (Y : Matrix m n ℂ) : frobNorm (fromEigenbasis hA hB Y) = frobNorm Y := by
  have hU : (eigenstates hA)ᴴ * eigenstates hA = 1 :=
    Matrix.mem_unitaryGroup_iff'.mp hA.eigenvectorUnitary.2
  have hV : (eigenstates hB)ᴴ * eigenstates hB = 1 :=
    Matrix.mem_unitaryGroup_iff'.mp hB.eigenvectorUnitary.2
  refine congrArg Real.sqrt (Complex.ofReal_injective ?_)
  rw [sum_sq_eq_trace (fromEigenbasis hA hB Y), sum_sq_eq_trace Y]
  -- both unitary factors disappear under the trace
  calc trace ((fromEigenbasis hA hB Y)ᴴ * fromEigenbasis hA hB Y)
      = trace (eigenstates hB *
          (Yᴴ * (((eigenstates hA)ᴴ * eigenstates hA) * (Y * (eigenstates hB)ᴴ)))) := by
        simp only [fromEigenbasis, Matrix.conjTranspose_mul,
          Matrix.conjTranspose_conjTranspose, Matrix.mul_assoc]
    _ = trace (Yᴴ * Y * ((eigenstates hB)ᴴ * eigenstates hB)) := by
        rw [hU, Matrix.one_mul, Matrix.trace_mul_comm]
        simp only [Matrix.mul_assoc]
    _ = trace (Yᴴ * Y) := by rw [hV, Matrix.mul_one]

/-- The eigenvalue equation of a Hermitian matrix, written for all eigenvectors at once. -/
theorem mul_eigenstates (hA : A.IsHermitian) :
    A * eigenstates hA = eigenstates hA * diagonal (fun i => (hA.eigenvalues i : ℂ)) := by
  ext i j
  have h := congrFun (hA.mulVec_eigenvectorBasis j) i
  rw [Matrix.mul_diagonal, Matrix.mul_apply]
  simpa [eigenstates, Matrix.mulVec, dotProduct,
    Matrix.IsHermitian.eigenvectorUnitary_apply, mul_comm] using h

/-- Between eigenvectors of the Hermitian matrices `A` and `B`, the Sylvester map multiplies
each matrix element by the difference of the two eigenvalues. -/
theorem sylvester_fromEigenbasis (hA : A.IsHermitian) (hB : B.IsHermitian)
    (Y : Matrix m n ℂ) :
    sylvester A B (fromEigenbasis hA hB Y) = fromEigenbasis hA hB
      (Matrix.of fun i j => ((hA.eigenvalues i - hB.eigenvalues j : ℝ) : ℂ) * Y i j) := by
  have hs : star (fun j => (hB.eigenvalues j : ℂ)) = fun j => (hB.eigenvalues j : ℂ) :=
    funext fun j => Complex.conj_ofReal _
  -- the adjoint eigenvalue equation for `B`
  have h2 := congrArg Matrix.conjTranspose (mul_eigenstates hB)
  rw [Matrix.conjTranspose_mul, Matrix.conjTranspose_mul, hB.eq,
    Matrix.diagonal_conjTranspose, hs] at h2
  have h3 : (Matrix.of fun i j => ((hA.eigenvalues i - hB.eigenvalues j : ℝ) : ℂ) * Y i j)
      = diagonal (fun i => (hA.eigenvalues i : ℂ)) * Y
        - Y * diagonal (fun j => (hB.eigenvalues j : ℂ)) := by
    ext i j
    rw [Matrix.sub_apply, Matrix.diagonal_mul, Matrix.mul_diagonal, Matrix.of_apply]
    push_cast
    ring
  rw [h3]
  calc sylvester A B (fromEigenbasis hA hB Y)
      = (A * eigenstates hA) * (Y * (eigenstates hB)ᴴ)
        - eigenstates hA * (Y * ((eigenstates hB)ᴴ * B)) := by
        simp only [sylvester, fromEigenbasis, Matrix.mul_assoc]
    _ = _ := by
        rw [mul_eigenstates hA, h2]
        simp only [fromEigenbasis, Matrix.mul_sub, Matrix.sub_mul, Matrix.mul_assoc]

/-- For Hermitian `A` and `B`, take the matrix whose element between eigenvector `i` of `A` and
eigenvector `j` of `B` is one and whose other elements between eigenvectors are zero. The Sylvester
map multiplies it by the difference `a_i - b_j`. -/
theorem sylvester_single (hA : A.IsHermitian) (hB : B.IsHermitian) (i : m) (j : n) :
    sylvester A B (fromEigenbasis hA hB (Matrix.single i j 1)) =
      ((hA.eigenvalues i - hB.eigenvalues j : ℝ) : ℂ) •
        fromEigenbasis hA hB (Matrix.single i j 1) := by
  have h : (Matrix.of fun k l => ((hA.eigenvalues k - hB.eigenvalues l : ℝ) : ℂ) *
      Matrix.single i j (1 : ℂ) k l) =
      ((hA.eigenvalues i - hB.eigenvalues j : ℝ) : ℂ) • Matrix.single i j (1 : ℂ) := by
    ext k l
    rw [Matrix.of_apply, Matrix.smul_apply, smul_eq_mul, Matrix.single_apply]
    split_ifs with hk
    · obtain ⟨rfl, rfl⟩ := hk
      rfl
    · rw [mul_zero, mul_zero]
  rw [sylvester_fromEigenbasis, h]
  simp only [fromEigenbasis, Matrix.mul_smul, Matrix.smul_mul]

/-- For Hermitian `A` and `B`, the equation `A X - X B = C` has exactly one solution for every
`C` if and only if `A` and `B` have no eigenvalue in common. -/
theorem existsUnique_iff (hA : A.IsHermitian) (hB : B.IsHermitian) :
    (∀ C : Matrix m n ℂ, ∃! X, sylvester A B X = C) ↔
      ∀ i j, hA.eigenvalues i ≠ hB.eigenvalues j := by
  have bij := fromEigenbasis_bijective hA hB
  constructor
  · intro h i j hij
    -- a common eigenvalue gives a non-zero solution of the homogeneous equation
    have hz : sylvester A B (fromEigenbasis hA hB (Matrix.single i j 1)) = 0 := by
      rw [sylvester_single, hij, sub_self, Complex.ofReal_zero, zero_smul]
    have h0 : sylvester A B 0 = 0 := by simp [sylvester]
    have he := (h 0).unique hz h0
    have hf : fromEigenbasis hA hB 0 = 0 := by simp [fromEigenbasis]
    have hs := congrFun (congrFun (bij.1 (he.trans hf.symm)) i) j
    simp at hs
  · intro h C
    obtain ⟨D, rfl⟩ := bij.2 C
    have hne : ∀ i j, ((hA.eigenvalues i - hB.eigenvalues j : ℝ) : ℂ) ≠ 0 :=
      fun i j => Complex.ofReal_ne_zero.mpr (sub_ne_zero.mpr (h i j))
    -- divide each matrix element by its eigenvalue difference
    refine ⟨fromEigenbasis hA hB (Matrix.of fun i j =>
      D i j / ((hA.eigenvalues i - hB.eigenvalues j : ℝ) : ℂ)), ?_, ?_⟩
    · change sylvester A B _ = _
      rw [sylvester_fromEigenbasis]
      refine congrArg _ ?_
      ext i j
      have hij := hne i j
      rw [Matrix.of_apply, Matrix.of_apply]
      field_simp
    · intro X hX
      obtain ⟨Y, rfl⟩ := bij.2 X
      have hY := bij.1 ((sylvester_fromEigenbasis hA hB Y).symm.trans hX)
      refine congrArg _ ?_
      ext i j
      rw [Matrix.of_apply, eq_div_iff (hne i j), mul_comm]
      exact congrFun (congrFun hY i) j

/-- If `A` and `B` are Hermitian and every eigenvalue of `A` is at least `δ > 0` away from every
eigenvalue of `B`, then `A X - X B = C` has exactly one solution, and its Frobenius norm is at most
that of `C` divided by `δ`. -/
theorem sylvester_gap (hA : A.IsHermitian) (hB : B.IsHermitian) {δ : ℝ} (hδ : 0 < δ)
    (gap : ∀ i j, δ ≤ |hA.eigenvalues i - hB.eigenvalues j|) (C : Matrix m n ℂ) :
    (∃! X, sylvester A B X = C) ∧
      ∀ X, sylvester A B X = C → frobNorm X ≤ frobNorm C / δ := by
  refine ⟨(existsUnique_iff hA hB).mpr (fun i j e => ?_) C, fun X hX => ?_⟩
  · have h := gap i j
    rw [e, sub_self, abs_zero] at h
    linarith
  · obtain ⟨Y, rfl⟩ := (fromEigenbasis_bijective hA hB).2 X
    rw [← hX, sylvester_fromEigenbasis, frobNorm_fromEigenbasis, frobNorm_fromEigenbasis,
      le_div_iff₀ hδ]
    -- compare the two sums of squares term by term
    unfold frobNorm
    apply Real.le_sqrt_of_sq_le
    rw [mul_pow, Real.sq_sqrt (by positivity), Finset.sum_mul]
    refine Finset.sum_le_sum fun i _ => ?_
    rw [Finset.sum_mul]
    refine Finset.sum_le_sum fun j _ => ?_
    rw [Matrix.of_apply, norm_mul, Complex.norm_real, Real.norm_eq_abs, mul_pow, mul_comm]
    have h := gap i j
    gcongr

/-- For each pair of eigenvalues of the Hermitian matrices `A` and `B`, some `X` of Frobenius
norm one has an image `A X - X B` of norm exactly `|a_i - b_j|`. -/
theorem gap_attained (hA : A.IsHermitian) (hB : B.IsHermitian) (i : m) (j : n) :
    ∃ X : Matrix m n ℂ, frobNorm X = 1 ∧
      frobNorm (sylvester A B X) = |hA.eigenvalues i - hB.eigenvalues j| := by
  have hsmul : ∀ (c : ℂ) (X : Matrix m n ℂ), frobNorm (c • X) = ‖c‖ * frobNorm X := by
    intro c X
    simp only [frobNorm, Matrix.smul_apply, smul_eq_mul, norm_mul, mul_pow, ← Finset.mul_sum]
    rw [Real.sqrt_mul (sq_nonneg _), Real.sqrt_sq (norm_nonneg _)]
  have hentry : ∀ k l, ‖Matrix.single i j (1 : ℂ) k l‖ ^ 2 =
      (if i = k then (1 : ℝ) else 0) * (if j = l then 1 else 0) := by
    intro k l
    rw [Matrix.single_apply]
    by_cases hk : i = k <;> by_cases hl : j = l <;> simp [hk, hl]
  have h1 : frobNorm (fromEigenbasis hA hB (Matrix.single i j 1)) = 1 := by
    rw [frobNorm_fromEigenbasis]
    simp only [frobNorm, hentry, ← Finset.mul_sum]
    simp
  refine ⟨_, h1, ?_⟩
  rw [sylvester_single, hsmul, h1, mul_one, Complex.norm_real, Real.norm_eq_abs]

/-- For Hermitian blocks `A` and `B`, a solution of `A X - X B = C` gives a generator `S` with
off-diagonal blocks `X` and `-X†` whose commutator `[H₀, S]` with the block-diagonal
Hamiltonian is the coupling with blocks `C` and `C†`. -/
theorem schriefferWolff_generator (hA : A.IsHermitian) (hB : B.IsHermitian)
    {X C : Matrix m n ℂ} (h : sylvester A B X = C) :
    fromBlocks A 0 0 B * fromBlocks 0 X (-Xᴴ) 0 - fromBlocks 0 X (-Xᴴ) 0 * fromBlocks A 0 0 B
      = fromBlocks 0 C Cᴴ 0 := by
  have hC : Cᴴ = Xᴴ * A - B * Xᴴ := by
    rw [← h, sylvester, Matrix.conjTranspose_sub, Matrix.conjTranspose_mul,
      Matrix.conjTranspose_mul, hA.eq, hB.eq]
  rw [sub_eq_iff_eq_add, Matrix.fromBlocks_multiply, Matrix.fromBlocks_multiply,
    Matrix.fromBlocks_add, hC, ← h, Matrix.fromBlocks_inj]
  refine ⟨by simp, by simp [sylvester], ?_, by simp⟩
  simp only [Matrix.mul_neg, Matrix.neg_mul, Matrix.mul_zero, zero_add, add_zero]
  abel

end

end SylvesterEquation
```

```lean
#print axioms SylvesterEquation.sylvester_gap
#print axioms SylvesterEquation.gap_attained
#print axioms SylvesterEquation.schriefferWolff_generator
```

```
'SylvesterEquation.sylvester_gap' depends on axioms: [propext, Classical.choice, Quot.sound]
'SylvesterEquation.gap_attained' depends on axioms: [propext, Classical.choice, Quot.sound]
'SylvesterEquation.schriefferWolff_generator' depends on axioms: [propext, Classical.choice, Quot.sound]
```

## Reading the Lean statements

The types `m` and `n` label the basis states of the two sectors. Both are finite, so operators on infinite-dimensional spaces are not covered. `sylvester A B X` is AX − XB, and `frobNorm` is the explicit root of the sum of squares. The hypotheses `hA` and `hB` say that A and B are Hermitian, and `hA.eigenvalues i` is the real number a_i, with repeated eigenvalues listed as often as they occur.

In `sylvester_gap`, the hypothesis `gap` is the condition on all pairs. The conclusion has two parts: `∃!` states that there is exactly one solution, and the second part bounds every X that solves the equation.

## From eigenbases to the bound in Lean

`eigenstates` is U or V, and `fromEigenbasis` sends Y to U Y V†. `fromEigenbasis_bijective` supplies the inverse X ↦ U†XV. `sum_sq_eq_trace` turns the squared norm into a trace, and `frobNorm_fromEigenbasis` then removes U†U and V†V as above, with `Matrix.trace_mul_comm` for the cyclic step.

`mul_eigenstates` is AU = U diag(a). Its adjoint for B gives the second eigenvalue equation, and `sylvester_fromEigenbasis` combines the two into multiplication by a_i − b_j. `sylvester_single` applies this to a Y with a single element equal to 1, which represents u_i v_j†.

In `existsUnique_iff`, one direction uses that matrix as a second solution of the homogeneous equation. The other writes C as `fromEigenbasis` of D, divides element by element, and uses the bijection to show that any solution has the same elements.

`sylvester_gap` first notes that a common eigenvalue would force δ ≤ 0. For the norm, it moves both sides to the eigenbases, multiplies by δ and squares. Two uses of `Finset.sum_le_sum` reduce the claim to single elements, where `gcongr` applies the gap condition.

`gap_attained` computes the norms of u_i v_j† and of its image. `schriefferWolff_generator` takes the adjoint of the Sylvester equation to obtain C† and then compares the four blocks.
